# Under a constant potential step, where y'' = k²y, the combination (s y + y′) e^{−sx} with s² = k² is constant

On the half-line x ≥ 0 beyond a potential step, the stationary one-dimensional Schrödinger equation in the forbidden region takes the form y'' = k² y. `IsBarrierSolution k y v` encodes it for real-valued functions as y′ = v and v′ = k² y, with derivatives taken within `Ici 0`; no normalisation, decay condition or sign of `k` is assumed. The theorem `conserved_combination` states that for any real `s` with s² = k² and any x ≥ 0, (s y(x) + v(x)) e^{−sx} = s y(0) + v(0). The attempt builds the product-rule derivative `h1`, tries to identify its value with 0 through `convert` and `linear_combination` using `hs`, and then applies `const_on_halfline`.

Lean 4 with Mathlib refuses this proof:

```lean
import Mathlib

open Real Set Filter Topology

namespace StepBarrierMatching

noncomputable section

/-- `y` with slope `v` solves `y'' = k² y` on the forbidden half-line `x ≥ 0`
(derivatives are one-sided at the step `x = 0`). -/
def IsBarrierSolution (k : ℝ) (y v : ℝ → ℝ) : Prop :=
  ∀ x, 0 ≤ x →
    HasDerivWithinAt y (v x) (Ici 0) x ∧ HasDerivWithinAt v (k ^ 2 * y x) (Ici 0) x

/-- A quantity with vanishing derivative on `x ≥ 0` keeps its value at the step. -/
theorem const_on_halfline {f : ℝ → ℝ}
    (hf : ∀ x, 0 ≤ x → HasDerivWithinAt f 0 (Ici 0) x) {x : ℝ} (hx : 0 ≤ x) : f x = f 0 :=
  constant_of_has_deriv_right_zero (a := 0) (b := x)
    (fun t ht => ((hf t ht.1).continuousWithinAt).mono Icc_subset_Ici_self)
    (fun t ht => (hf t ht.1).mono (Ici_subset_Ici.mpr ht.1)) x ⟨hx, le_rfl⟩

/-- The derivative of `exp(cx)` is `exp(cx) c`. -/
theorem hasDerivAt_exp_rate (c t : ℝ) :
    HasDerivAt (fun x => exp (c * x)) (exp (c * t) * c) t :=
  (((hasDerivAt_id' t).const_mul c).exp).congr_deriv (by ring)

/-- For `s² = k²` the combination `(s y + y') exp(-sx)` is conserved along a solution. -/
theorem conserved_combination {k s : ℝ} {y v : ℝ → ℝ} (h : IsBarrierSolution k y v)
    (hs : s ^ 2 = k ^ 2) {x : ℝ} (hx : 0 ≤ x) :
    (s * y x + v x) * exp (-s * x) = s * y 0 + v 0 := by
  have hd : ∀ t, 0 ≤ t →
      HasDerivWithinAt (fun x => (s * y x + v x) * exp (-s * x)) 0 (Ici 0) t := by
    intro t ht
    have h1 := (((h t ht).1.const_mul s).fun_add (h t ht).2).fun_mul
      (hasDerivAt_exp_rate (-s) t).hasDerivWithinAt
    -- the derivative is `(k² - s²) y exp(-st)`
    convert h1 using 1
    linear_combination (y t * exp (-s * t)) * hs
  simpa using const_on_halfline hd hx

end

end StepBarrierMatching
```

Messages:

```
Main.lean:38:4: error(lean.synthInstanceFailed): failed to synthesize instance of type class
  Add (AddCommGroup ℝ)

Hint: Type class instance resolution failures can be inspected with the `set_option trace.Meta.synthInstance true` command.
Main.lean:38:23: error: Application type mismatch: The argument
  Mathlib.Tactic.LinearCombination.mul_const_eq hs (y t * rexp (-s * t))
has type
  y t * rexp (-s * t) * s ^ 2 = y t * rexp (-s * t) * k ^ 2
but is expected to have type
  ?m.440 = ?m.442
in the application
  Mathlib.Tactic.LinearCombination.eq_of_eq (Mathlib.Tactic.LinearCombination.mul_const_eq hs (y t * rexp (-s * t)))
```

Cause. Both messages point at the `linear_combination` line. The failed search for `Add (AddCommGroup ℝ)` shows that the goal it met was an equation between two terms of type `AddCommGroup ℝ`, not between reals: `convert h1 using 1` had left a goal equating the additive-group instances in the two `HasDerivWithinAt` statements, and this goal came first. `linear_combination` needs addition on the type of the goal's sides, and that type has none. The second message follows from the same mismatch: `hs` multiplied by `y t * rexp (-s * t)` is an equation in `ℝ` and cannot fill the slot `?m.440 = ?m.442` that `eq_of_eq` expects for this goal. The messages do not display the two instances.

The repair drops `convert`. The fact `e` states the real equation, 0 equals the product-rule value, and the unchanged `linear_combination` proves it, since that value is (k² − s²) y e^{−st}. The helper `key` replaces a derivative value `D` by 0 through `subst`. Finally `exact key _ e h1` checks `h1` against the expected statement up to definitional equality, which succeeds, so no instance goal is left over.

The repair, with which the file compiles:

```diff
@@ -35,6 +35,14 @@
       (hasDerivAt_exp_rate (-s) t).hasDerivWithinAt
     -- the derivative is `(k² - s²) y exp(-st)`
-    convert h1 using 1
-    linear_combination (y t * exp (-s * t)) * hs
+    have e : (0 : ℝ) = (s * v t + k ^ 2 * y t) * exp (-s * t)
+        + (s * y t + v t) * (exp (-s * t) * -s) := by
+      linear_combination (y t * exp (-s * t)) * hs
+    have key : ∀ D : ℝ, 0 = D →
+        HasDerivWithinAt (fun x => (s * y x + v x) * exp (-s * x)) D (Ici 0) t →
+        HasDerivWithinAt (fun x => (s * y x + v x) * exp (-s * x)) 0 (Ici 0) t := by
+      intro D hD hh
+      subst hD
+      exact hh
+    exact key _ e h1
   simpa using const_on_halfline hd hx
 
```
